# The Hartree screening function as the only solution of a radial Poisson problem in a box

In a many-electron atom, each electron moves in the field of the others. For a charge distribution given by a product of two orbitals, each a radial function times a spherical harmonic, expanding the Coulomb repulsion in multipoles reduces the field to fixed angular factors and radial functions, one radial function for each order $k=0,1,2,\dots$. At radius $r$, each collects contributions from the charge inside $r$ and from the charge further out. Atomic structure programs can evaluate these integrals, or solve a differential equation in a radial basis such as B-splines. Do both routes lead to the same function?

Let $f$ be the radial density, for example a product $P_a(s)P_b(s)$ of two radial orbitals. It already contains the factor $s^2$ of the volume element and may change sign. In a box of radius $R$, the screening function is, for $0<r\le R$,

$$Y(r)=\int_0^r\Big(\frac sr\Big)^k f(s)\,ds+\int_r^R\Big(\frac rs\Big)^{k+1}f(s)\,ds .$$

In atomic units, the radial factor of the order-$k$ part of the potential is $Y/r$, not $Y$. In Lean, $Y(r)$ is `hartreeY k f R r`.

```lean
import Mathlib

open Set Filter Topology MeasureTheory

namespace RadialPoisson

noncomputable section

/-- The screening function `Y` of order `k` for the radial density `f` in a box of radius `R`,
for `0 < r ≤ R`. -/
def hartreeY (k : ℕ) (f : ℝ → ℝ) (R r : ℝ) : ℝ :=
  (∫ s in (0 : ℝ)..r, (s / r) ^ k * f s) + ∫ s in r..R, (r / s) ^ (k + 1) * f s
```

Two moments describe the charge on either side of $r$:

$$A(r)=\int_0^r s^kf(s)\,ds,\qquad B(r)=\int_r^R \frac{f(s)}{s^{k+1}}\,ds .$$

They are `innerMoment` and `outerMoment`. A combination of them, `hartreeSlope`, is written $S(r)$ below; part (d) identifies it as the slope of $Y$ for a continuous density.

```lean
/-- The multipole moment of the charge inside radius `r`. -/
def innerMoment (k : ℕ) (f : ℝ → ℝ) (r : ℝ) : ℝ := ∫ s in (0 : ℝ)..r, s ^ k * f s

/-- The multipole moment of the charge between `r` and `R`, for `0 < r ≤ R`. -/
def outerMoment (k : ℕ) (f : ℝ → ℝ) (R r : ℝ) : ℝ := ∫ s in r..R, f s / s ^ (k + 1)

/-- A combination of the two moments which, for a continuous density and `0 < r ≤ R`, is the slope
of the screening function. -/
def hartreeSlope (k : ℕ) (f : ℝ → ℝ) (R r : ℝ) : ℝ :=
  ((k : ℝ) + 1) * r ^ k * outerMoment k f R r - k * innerMoment k f r / r ^ (k + 1)
```

The boundary-value problem concerns a function $u$ and its slope $v$. `SolvesPoisson` requires both to be continuous on $(0,R]$, written `Ioc 0 R`. On the open interval `Ioo 0 R`, two first-order equations express the radial Poisson equation; `HasDerivAt u (v r) r` says that $u$ has derivative $v(r)$ at $r$. The field `origin` makes $u$ vanish as $r$ approaches zero from the right. The field `edge` stands for empty space beyond the box: $u$ must join on to an exterior multipole field, for which $u\propto r^{-k}$.

```lean
/-- The radial Poisson problem in a box of radius `R > 0`: `u` and `v` are continuous for
`0 < r ≤ R`; for `0 < r < R`, `u` has slope `v` and obeys the radial Poisson equation with source
`f`; `u` tends to zero as `r` approaches zero from the right; and `R v(R) + k u(R) = 0`. -/
structure SolvesPoisson (k : ℕ) (f : ℝ → ℝ) (R : ℝ) (u v : ℝ → ℝ) : Prop where
  cont_u : ContinuousOn u (Ioc 0 R)
  cont_v : ContinuousOn v (Ioc 0 R)
  deriv_u : ∀ r ∈ Ioo 0 R, HasDerivAt u (v r) r
  deriv_v : ∀ r ∈ Ioo 0 R,
    HasDerivAt v (k * (k + 1) * u r / r ^ 2 - (2 * k + 1) * f r / r) r
  origin : Tendsto u (𝓝[>] 0) (𝓝 0)
  edge : R * v R + k * u R = 0
```

The results about $Y$ from (c) onwards assume that $f$ is continuous on the real line; a continuous density on $[0,R]$ can be extended by its end values. If a given density extends beyond the box, $Y$ as defined here leaves out the contribution of its tail beyond $R$.

## (a) A power rule without $k-1$

Show that, for $r\ne0$,

$$\frac{d}{dr}r^k=\frac{k\,r^k}{r}.$$

**Solution.** For $k\ge1$, this is $kr^{k-1}$ with the exponent rewritten. For $k=0$, both sides vanish. The Lean proof makes the same case distinction.

```lean
/-- The power rule at a nonzero radius, written without the exponent `k - 1`. -/
theorem hasDerivAt_radial_pow (k : ℕ) {r : ℝ} (hr : r ≠ 0) :
    HasDerivAt (fun x : ℝ => x ^ k) (k * r ^ k / r) r := by
  refine (hasDerivAt_pow k r).congr_deriv ?_
  cases k with
  | zero => simp
  | succ n =>
    rw [Nat.add_sub_cancel, pow_succ, ← mul_assoc, mul_div_cancel_right₀ _ hr]
```

## (b) Separating the moments

Express $Y$ through $A$ and $B$:

$$Y(r)=\frac{A(r)}{r^k}+r^{k+1}B(r).$$

**Solution.** During the integration over $s$, $r$ is fixed, so $r^{-k}$ comes out of the first integral and $r^{k+1}$ out of the second. In Lean, the factors are moved back inside and the integrands compared. No hypotheses are needed, because Lean also gives values to divisions by zero and divergent integrals; the physical range is $0<r\le R$.

```lean
/-- The screening function is the inner moment over `r ^ k` plus `r ^ (k + 1)` times the
outer moment. -/
theorem hartreeY_eq_moments (k : ℕ) (f : ℝ → ℝ) (R r : ℝ) :
    hartreeY k f R r =
      innerMoment k f r / r ^ k + r ^ (k + 1) * outerMoment k f R r := by
  unfold hartreeY innerMoment outerMoment
  rw [← intervalIntegral.integral_div, ← intervalIntegral.integral_const_mul]
  congr 1 <;>
  · apply intervalIntegral.integral_congr
    intro s _
    simp only [div_pow]
    ring
```

## (c) Moving the radius outwards

Show that, for $r,R>0$,

$$A'(r)=r^kf(r),\qquad B'(r)=-\frac{f(r)}{r^{k+1}}.$$

**Solution.** Apply the fundamental theorem of calculus. In $A$ the upper limit moves; in $B$ the lower limit moves, which gives the minus sign. The integrand of $B$ is continuous between $r$ and $R$, since zero lies outside that interval. Lean also allows $r\ge R$, with oriented integrals, so the derivative at the edge is an ordinary two-sided one.

```lean
/-- For a continuous density and positive radii, the inner moment has derivative `r ^ k * f r` and
the outer moment has derivative `-(f r / r ^ (k + 1))`. -/
theorem hasDerivAt_moments (k : ℕ) {f : ℝ → ℝ} (hf : Continuous f) {R r : ℝ}
    (hR : 0 < R) (hr : 0 < r) :
    HasDerivAt (innerMoment k f) (r ^ k * f r) r ∧
      HasDerivAt (outerMoment k f R) (-(f r / r ^ (k + 1))) r := by
  have hc : Continuous fun s : ℝ => s ^ k * f s := (continuous_pow k).mul hf
  have hat : ∀ s : ℝ, 0 < s → ContinuousAt (fun s : ℝ => f s / s ^ (k + 1)) s := fun s hs =>
    hf.continuousAt.div (continuous_pow (k + 1)).continuousAt (pow_ne_zero _ hs.ne')
  have hm : Measurable fun s : ℝ => f s / s ^ (k + 1) :=
    hf.measurable.div (continuous_pow (k + 1)).measurable
  constructor
  · exact intervalIntegral.integral_hasDerivAt_right (hc.intervalIntegrable _ _)
      (hc.stronglyMeasurableAtFilter _ _) hc.continuousAt
  · refine intervalIntegral.integral_hasDerivAt_left (ContinuousOn.intervalIntegrable ?_)
      hm.stronglyMeasurable.stronglyMeasurableAtFilter (hat r hr)
    intro s hs
    exact (hat s (lt_of_lt_of_le (lt_min hr hR) hs.1)).continuousWithinAt
```

## (d) The first derivative

Show that $Y'=S$, that is,

$$Y'(r)=(k+1)r^kB(r)-\frac{k\,A(r)}{r^{k+1}}.$$

**Solution.** Differentiating (b) gives

$$Y'=\frac{A'}{r^k}-\frac{kA}{r^{k+1}}+(k+1)r^kB+r^{k+1}B'.$$

By (c), the first term is $f$ and the last is $-f$, so they cancel. Lean combines the quotient and product rules; `field_simp` and `ring` carry out the cancellation.

```lean
/-- For a continuous density and positive radii, the derivative of the screening function is
`hartreeSlope`. -/
theorem hasDerivAt_hartreeY (k : ℕ) {f : ℝ → ℝ} (hf : Continuous f) {R r : ℝ}
    (hR : 0 < R) (hr : 0 < r) :
    HasDerivAt (hartreeY k f R) (hartreeSlope k f R r) r := by
  obtain ⟨hi, ho⟩ := hasDerivAt_moments k hf hR hr
  have hp : r ^ k ≠ 0 := pow_ne_zero _ hr.ne'
  rw [funext (hartreeY_eq_moments k f R)]
  refine ((hi.fun_div (hasDerivAt_radial_pow k hr.ne') hp).fun_add
    ((hasDerivAt_radial_pow (k + 1) hr.ne').fun_mul ho)).congr_deriv ?_
  unfold hartreeSlope
  rw [pow_succ r k]
  push_cast
  field_simp
  ring
```

## (e) The derivative of the slope

Show that

$$S'(r)=\frac{k(k+1)}{r^2}Y(r)-\frac{(2k+1)f(r)}{r}.$$

**Solution.** Differentiate both terms of $S$:

$$S'=\frac{k(k+1)r^k}{r}B+(k+1)r^kB'-\frac{kA'}{r^{k+1}}+\frac{k(k+1)A}{r^{k+2}}.$$

The first and last terms are $k(k+1)/r^2$ times the expression in (b). The middle terms are $-(k+1)f/r$ and $-kf/r$, which add up. The Lean proof again differentiates first and then compares the algebra.

```lean
/-- For a continuous density and positive radii, the slope of the screening function changes
according to the radial Poisson equation. -/
theorem hasDerivAt_hartreeSlope (k : ℕ) {f : ℝ → ℝ} (hf : Continuous f) {R r : ℝ}
    (hR : 0 < R) (hr : 0 < r) :
    HasDerivAt (hartreeSlope k f R)
      (k * (k + 1) * hartreeY k f R r / r ^ 2 - (2 * k + 1) * f r / r) r := by
  obtain ⟨hi, ho⟩ := hasDerivAt_moments k hf hR hr
  have hp : r ^ k ≠ 0 := pow_ne_zero _ hr.ne'
  refine ((((hasDerivAt_radial_pow k hr.ne').const_mul ((k : ℝ) + 1)).fun_mul ho).fun_sub
    ((hi.const_mul (k : ℝ)).fun_div (hasDerivAt_radial_pow (k + 1) hr.ne')
      (pow_ne_zero _ hr.ne'))).congr_deriv ?_
  rw [hartreeY_eq_moments, pow_succ r k]
  push_cast
  field_simp
  ring
```

## (f) The radial Poisson equation

Deduce, for $0<r<R$,

$$Y''(r)=\frac{k(k+1)}{r^2}Y(r)-\frac{(2k+1)f(r)}{r}.$$

**Solution.** By (d), $Y'=S$ at every positive radius, hence throughout a neighbourhood of $r$. The two functions therefore have the same derivative at $r$, and (e) supplies it. In Lean, `congr_of_eventuallyEq` transfers the derivative from $S$ to `deriv (hartreeY k f R)`.

```lean
/-- **Radial Poisson equation.** For a continuous density `f` and `0 < r < R`, the screening
function satisfies `Y'' = k (k + 1) Y / r ^ 2 - (2 k + 1) f / r`. -/
theorem radial_poisson (k : ℕ) {f : ℝ → ℝ} (hf : Continuous f) {R r : ℝ}
    (hr : 0 < r) (hrR : r < R) :
    HasDerivAt (deriv (hartreeY k f R))
      (k * (k + 1) * hartreeY k f R r / r ^ 2 - (2 * k + 1) * f r / r) r := by
  have hR := hr.trans hrR
  refine (hasDerivAt_hartreeSlope k hf hR hr).congr_of_eventuallyEq ?_
  filter_upwards [Ioi_mem_nhds hr] with x hx
  exact (hasDerivAt_hartreeY k hf hR hx).deriv
```

## (g) Behaviour at the origin

Show that

$$\lim_{r\to0^+}Y(r)=0.$$

**Solution.** Let $|f|\le M$ on $[0,R]$. In the inner integral $(s/r)^k\le1$, and in the outer one $(r/s)^{k+1}\le r/s$. Hence, for $0<r<R$,

$$|Y(r)|\le Mr+Mr\int_r^R\frac{ds}{s}=Mr+Mr\ln\frac Rr .$$

The right-hand side tends to zero because $r\ln r$ does. The two bounds are `h1` and `h2`, and `squeeze_zero_norm'` takes the limit.

```lean
/-- For a continuous density in a box of positive radius, the screening function tends to zero as
`r` approaches zero from the right. -/
theorem hartreeY_tendsto_zero (k : ℕ) {f : ℝ → ℝ} (hf : Continuous f) {R : ℝ} (hR : 0 < R) :
    Tendsto (hartreeY k f R) (𝓝[>] 0) (𝓝 0) := by
  obtain ⟨M, hM⟩ := (isCompact_Icc (a := (0 : ℝ)) (b := R)).exists_bound_of_continuousOn
    hf.continuousOn
  have hc : Continuous fun r : ℝ => M * r + M * (r * Real.log R - r * Real.log r) :=
    (continuous_const.mul continuous_id).add (continuous_const.mul
      ((continuous_id.mul continuous_const).sub Real.continuous_mul_log))
  refine squeeze_zero_norm' ?_ ((hc.tendsto' 0 0 (by simp)).mono_left nhdsWithin_le_nhds)
  filter_upwards [Ioo_mem_nhdsGT hR] with r hr
  -- the inner charge contributes at most `M r`
  have h1 : ‖∫ s in (0 : ℝ)..r, (s / r) ^ k * f s‖ ≤ M * |r - 0| := by
    apply intervalIntegral.norm_integral_le_of_norm_le_const
    intro s hs
    rw [uIoc_of_le hr.1.le] at hs
    have h0 : 0 ≤ s / r := div_nonneg hs.1.le hr.1.le
    rw [norm_mul, Real.norm_of_nonneg (pow_nonneg h0 k), ← one_mul M]
    exact mul_le_mul (pow_le_one₀ h0 ((div_le_one hr.1).2 hs.2))
      (hM s ⟨hs.1.le, hs.2.trans hr.2.le⟩) (norm_nonneg _) zero_le_one
  -- the outer charge contributes at most `M r log (R / r)`
  have h2 : ‖∫ s in r..R, (r / s) ^ (k + 1) * f s‖ ≤ ∫ s in r..R, (M * r) * s⁻¹ := by
    apply intervalIntegral.norm_integral_le_of_norm_le hr.2.le
    · refine Eventually.of_forall fun s hs => ?_
      have hs0 : 0 < s := hr.1.trans hs.1
      have h0 : 0 ≤ r / s := div_nonneg hr.1.le hs0.le
      rw [norm_mul, Real.norm_of_nonneg (pow_nonneg h0 _)]
      calc (r / s) ^ (k + 1) * ‖f s‖ ≤ (r / s) * M :=
            mul_le_mul (pow_le_of_le_one h0 ((div_le_one hs0).2 hs.1.le) (Nat.succ_ne_zero k))
              (hM s ⟨hs0.le, hs.2⟩) (norm_nonneg _) h0
        _ = (M * r) * s⁻¹ := by ring
    · refine ContinuousOn.intervalIntegrable fun s hs => ?_
      have hs0 : 0 < s := lt_of_lt_of_le (lt_min hr.1 hR) hs.1
      exact (continuousAt_const.mul (continuousAt_inv₀ hs0.ne')).continuousWithinAt
  rw [intervalIntegral.integral_const_mul, integral_inv_of_pos hr.1 hR,
    Real.log_div hR.ne' hr.1.ne'] at h2
  rw [sub_zero, abs_of_pos hr.1] at h1
  refine (norm_add_le _ _).trans ((add_le_add h1 h2).trans (le_of_eq ?_))
  ring
```

## (h) The condition at the edge

Show that $Y$, with slope $S$, solves the whole boundary-value problem, including

$$R\,Y'(R)+k\,Y(R)=0.$$

**Solution.** Since $B(R)=0$, parts (b) and (d) give $Y(R)=A(R)/R^k$ and $Y'(R)=-kA(R)/R^{k+1}$, and the sum vanishes. Parts (d) and (e) provide the differential equations and, through differentiability, continuity; (g) provides the condition at the origin. The Lean proof fills the fields of `SolvesPoisson` in this way.

```lean
/-- For a continuous density in a box of positive radius, the screening function solves the
radial Poisson problem with both boundary conditions. -/
theorem hartreeY_solves (k : ℕ) {f : ℝ → ℝ} (hf : Continuous f) {R : ℝ} (hR : 0 < R) :
    SolvesPoisson k f R (hartreeY k f R) (hartreeSlope k f R) where
  cont_u r hr := (hasDerivAt_hartreeY k hf hR hr.1).continuousAt.continuousWithinAt
  cont_v r hr := (hasDerivAt_hartreeSlope k hf hR hr.1).continuousAt.continuousWithinAt
  deriv_u r hr := hasDerivAt_hartreeY k hf hR hr.1
  deriv_v r hr := hasDerivAt_hartreeSlope k hf hR hr.1
  origin := hartreeY_tendsto_zero k hf hR
  edge := by
    have h0 : outerMoment k f R R = 0 := by simp [outerMoment]
    have h1 : R * (k * innerMoment k f R / (R ^ k * R)) = k * (innerMoment k f R / R ^ k) := by
      field_simp
    rw [hartreeY_eq_moments, hartreeSlope, h0, pow_succ]
    linear_combination -h1
```

## (i) No source, no field

Let $w$, with slope $z$, solve the problem for $f=0$. Show that

$$w(r)=0\qquad(0<r\le R).$$

**Solution.** Put $N=rz+kw$. The source-free equation gives

$$N'=(k+1)z+\frac{k(k+1)w}{r}=\frac{k+1}{r}N,$$

so $N/r^{k+1}$ has zero derivative and is constant. The edge condition is $N(R)=0$, hence $N=0$ everywhere; this is `hz`. Then

$$(r^kw)'=\frac{r^k}{r}(kw+rz)=0,$$

so $r^kw$ is constant as well, which is `hQ`. It tends to zero at the origin because $w$ does. The constant is therefore zero, and so is $w$. Continuity up to $R$ lets Lean extend both constancy arguments to the edge.

```lean
/-- Without a source, every solution of the radial Poisson problem is zero for `0 < r ≤ R`. -/
theorem source_free_eq_zero {k : ℕ} {R : ℝ} {w z : ℝ → ℝ}
    (h : SolvesPoisson k (fun _ => 0) R w z) : ∀ r ∈ Ioc 0 R, w r = 0 := by
  -- the growing component `r ^ (k + 1)` is excluded by the condition at the edge
  have hz : ∀ x ∈ Ioc 0 R, x * z x + k * w x = 0 := by
    intro x hx
    have hs : Icc x R ⊆ Ioc 0 R := fun y hy => ⟨hx.1.trans_le hy.1, hy.2⟩
    have hcont : ContinuousOn (fun y => (y * z y + k * w y) / y ^ (k + 1)) (Icc x R) :=
      ((continuousOn_id.mul (h.cont_v.mono hs)).add
        (continuousOn_const.mul (h.cont_u.mono hs))).div (continuous_pow (k + 1)).continuousOn
        (fun y hy => pow_ne_zero _ (hs hy).1.ne')
    have hc := constant_of_has_deriv_right_zero hcont (fun y hy => by
      have hy0 : 0 < y := hx.1.trans_le hy.1
      refine HasDerivAt.hasDerivWithinAt (((((hasDerivAt_id' y).fun_mul
        (h.deriv_v y ⟨hy0, hy.2⟩)).fun_add
        ((h.deriv_u y ⟨hy0, hy.2⟩).const_mul (k : ℝ))).fun_div
        (hasDerivAt_radial_pow (k + 1) hy0.ne') (pow_ne_zero _ hy0.ne')).congr_deriv ?_)
      simp only [mul_zero, zero_div, sub_zero]
      push_cast
      field_simp
      ring) R ⟨hx.2, le_rfl⟩
    simp only [h.edge, zero_div] at hc
    exact (div_eq_zero_iff.mp hc.symm).resolve_right (pow_ne_zero _ hx.1.ne')
  -- what remains is a multiple of `r ^ (-k)`
  have hQ : ∀ x ∈ Ioc 0 R, R ^ k * w R = x ^ k * w x := by
    intro x hx
    have hs : Icc x R ⊆ Ioc 0 R := fun y hy => ⟨hx.1.trans_le hy.1, hy.2⟩
    have hcont : ContinuousOn (fun y => y ^ k * w y) (Icc x R) :=
      (continuous_pow k).continuousOn.mul (h.cont_u.mono hs)
    exact constant_of_has_deriv_right_zero hcont (fun y hy => by
      have hy0 : 0 < y := hx.1.trans_le hy.1
      refine HasDerivAt.hasDerivWithinAt (((hasDerivAt_radial_pow k hy0.ne').fun_mul
        (h.deriv_u y ⟨hy0, hy.2⟩)).congr_deriv ?_)
      have h1 : y ^ k * z y = y ^ k / y * (y * z y) := by field_simp
      linear_combination h1 + y ^ k / y * hz y ⟨hy0, hy.2.le⟩) R ⟨hx.2, le_rfl⟩
  intro r hr
  have hR : 0 < R := hr.1.trans_le hr.2
  -- and the condition at the origin excludes that too
  have hl : Tendsto (fun x => x ^ k * w x) (𝓝[>] 0) (𝓝 0) := by
    have h1 := (((continuous_pow k).tendsto (0 : ℝ)).mono_left
      (nhdsWithin_le_nhds (s := Ioi 0))).mul h.origin
    simpa only [mul_zero] using h1
  have hconst : Tendsto (fun x => x ^ k * w x) (𝓝[>] 0) (𝓝 (R ^ k * w R)) := by
    refine tendsto_const_nhds.congr' ?_
    filter_upwards [Ioo_mem_nhdsGT hR] with x hx
    exact hQ x ⟨hx.1, hx.2.le⟩
  have h0 : r ^ k * w r = 0 := (hQ r hr).symm.trans (tendsto_nhds_unique hconst hl)
  exact (mul_eq_zero.mp h0).resolve_left (pow_ne_zero _ hr.1.ne')
```

## (j) Uniqueness

Let $u$, with slope $v$, be any solution for a continuous $f$. Show that

$$u(r)=Y(r)\qquad(0<r\le R).$$

**Solution.** Subtract the solution found in (h). The equations and boundary conditions are linear, so the sources cancel and $u-Y$, with slope $v-S$, solves the problem in (i). It therefore vanishes. In Lean, `hd` collects these differences.

For a continuous density in a finite box, a B-spline Poisson solver with these boundary conditions thus has the integral-defined $Y$ as its target; how closely a given basis approximates it is a separate question.

```lean
/-- For a continuous density, every solution of the radial Poisson problem in the box equals
the screening function for `0 < r ≤ R`. -/
theorem eq_hartreeY_of_solves {k : ℕ} {f : ℝ → ℝ} (hf : Continuous f) {R : ℝ} {u v : ℝ → ℝ}
    (h : SolvesPoisson k f R u v) : ∀ r ∈ Ioc 0 R, u r = hartreeY k f R r := by
  intro r hr
  have g := hartreeY_solves k hf (hr.1.trans_le hr.2)
  have hd : SolvesPoisson k (fun _ => 0) R (fun x => u x - hartreeY k f R x)
      (fun x => v x - hartreeSlope k f R x) :=
    { cont_u := h.cont_u.sub g.cont_u
      cont_v := h.cont_v.sub g.cont_v
      deriv_u := fun x hx => (h.deriv_u x hx).fun_sub (g.deriv_u x hx)
      deriv_v := fun x hx => ((h.deriv_v x hx).fun_sub (g.deriv_v x hx)).congr_deriv (by
        simp only [mul_zero, zero_div, sub_zero]
        ring)
      origin := by simpa only [sub_zero] using h.origin.sub g.origin
      edge := by linear_combination h.edge - g.edge }
  exact sub_eq_zero.mp (source_free_eq_zero hd r hr)

end

end RadialPoisson
```

```lean
#print axioms RadialPoisson.radial_poisson
-- 'RadialPoisson.radial_poisson' depends on axioms: [propext, Classical.choice, Quot.sound]
#print axioms RadialPoisson.eq_hartreeY_of_solves
-- 'RadialPoisson.eq_hartreeY_of_solves' depends on axioms: [propext, Classical.choice, Quot.sound]
```
